# A twice-differentiable GGA cannot have both exact exchange tails on the density exp(-r)

Q: Far from an atom the density decays exponentially. In atomic units, the exact exchange energy per particle there, defined as half the Coulomb interaction of an electron with its exchange hole, approaches -1/(2r) and the exchange potential approaches -1/r. Can a generalised gradient approximation (GGA) reproduce both tails?

A: Not on the density n = exp(-r), if its enhancement function F is twice differentiable. Let g = |∇n| and take the exchange energy per volume as

e(n, g) = n^(4/3) F(s), s = g/n^(4/3).

On this density g = n, so s = exp(r/3), and the energy per particle is G = e/n = F(s)/s. The gradient points inward, so the functional derivative is

v = ∂e/∂n + (1/r²) d/dr (r² ∂e/∂g).

Here ∂e/∂g = F'(s) and ∂e/∂n = (4/3)(G - F'(s)). Since ds/dr = s/3, we have G' = (F'(s) - G)/3, which gives F'(s) = G + 3G' and ∂e/∂n = -4G'. Therefore

v = -4G' + (G' + 3G'') + 2(G + 3G')/r
  = 3G'' - 3G' + 2(G + 3G')/r.

Q: Then insert G = -1/(2r), see that v decays as 1/r², and stop.

A: That settles one G. The limit r G → -1/2 alone does not control the derivatives: G = -1/(2r) + sin(r³)/r² satisfies it, yet G' keeps oscillating. The argument has to avoid assuming that G' or G'' decays.

Suppose r G has a finite limit and r v → b. Define

P = 3rG' + 3G - 3rG.

Differentiating gives

P' = 3rG'' + 6G' - 3rG' - 3G = r v - 5G.

Because G → 0, P' → b. A function whose slope tends to L, divided by r, also tends to L, so P/r → b. But

P/r = 3G' + 3G/r - 3G,

and the last two terms vanish at large r, so G' → b/3. The same slope rule gives G/r → b/3, while G → 0 gives G/r → 0. Hence b = 0, and -1 is excluded.

Q: What does Lean take as the functional? I would distrust a proof that simply postulated the formula for v.

A: It starts from F. In `energyDensity`, `F` carries the sign and the local-density prefactor, whereas a textbook enhancement factor multiplies the local exchange energy. The reduced gradient also omits the usual numerical constant.

```lean
import Mathlib

open Filter Topology

namespace BeckeExchangeAsymptotics

noncomputable section

/-- GGA exchange energy per volume at density `n > 0` and gradient length `g`,
with enhancement function `F` of the reduced gradient `g / n^(4/3)`. -/
def energyDensity (F : ℝ → ℝ) (n g : ℝ) : ℝ :=
  n ^ (4 / 3 : ℝ) * F (g / n ^ (4 / 3 : ℝ))
```

`energyPerParticle` is G, evaluated on the exponential density.

```lean
/-- Exchange energy per particle on the density `exp(-r)`, whose gradient length is
also `exp(-r)`. -/
def energyPerParticle (F : ℝ → ℝ) (r : ℝ) : ℝ :=
  energyDensity F (Real.exp (-r)) (Real.exp (-r)) / Real.exp (-r)
```

`ggaPotential` is the radial Euler–Lagrange expression above. That expression is the definition of the functional derivative here; it is not obtained by varying an integral.

```lean
/-- Functional derivative of the GGA energy at the density `exp(-r)`, for `r > 0`: the density
derivative minus the divergence of the gradient derivative, with the density gradient
pointing inward. -/
def ggaPotential (F : ℝ → ℝ) (r : ℝ) : ℝ :=
  deriv (fun n => energyDensity F n (Real.exp (-r))) (Real.exp (-r)) +
    1 / r ^ 2 * deriv (fun t => t ^ 2 *
      deriv (fun g => energyDensity F (Real.exp (-t)) g) (Real.exp (-t))) r
```

`potential` is the formula in terms of G. A later theorem proves that the two agree.

```lean
/-- The potential on the density `exp(-r)` written through the energy per particle `G`,
for `r > 0`. -/
def potential (G : ℝ → ℝ) (r : ℝ) : ℝ :=
  3 * deriv (deriv G) r - 3 * deriv G r + 2 * (G r + 3 * deriv G r) / r
```

Q: Your density integrates to 8π electrons. Does that matter?

A: The one-electron version is exp(-r)/(8π). A constant prefactor A in the density can be absorbed by replacing F(s) with A^(1/3) F(A^(-1/3) s), so the obstruction is not a matter of normalisation. A density exp(-kr) with another decay constant k > 0 is covered in the same way: with F(ks)/k in place of F(s) and kr in place of r, the products r G and r v are unchanged. The step left to physical judgement is from this exact exponential to a real atomic density, which is exponential only in its tail and generally carries further r-dependence.

Q: How does Lean get from F to the formula for v?

A: First it expresses the powers of the density through exp(r/3). The proof combines exponents and then clears denominators.

```lean
/-- Powers of the density `exp(-r)` in terms of `exp(r/3)`, which is its reduced gradient. -/
theorem density_scaling (r : ℝ) :
    Real.exp (-r) = (Real.exp (r / 3) ^ 3)⁻¹ ∧
    Real.exp (-r) ^ (4 / 3 : ℝ) = (Real.exp (r / 3) ^ 4)⁻¹ ∧
    Real.exp (-r) ^ (4 / 3 - 1 : ℝ) = (Real.exp (r / 3))⁻¹ ∧
    Real.exp (-r) / Real.exp (-r) ^ (4 / 3 : ℝ) = Real.exp (r / 3) := by
  have h1 : Real.exp (-r) = (Real.exp (r / 3) ^ 3)⁻¹ := by
    rw [← Real.exp_nat_mul, ← Real.exp_neg]
    congr 1
    push_cast
    ring
  have h2 : Real.exp (-r) ^ (4 / 3 : ℝ) = (Real.exp (r / 3) ^ 4)⁻¹ := by
    rw [← Real.exp_mul, ← Real.exp_nat_mul, ← Real.exp_neg]
    congr 1
    push_cast
    ring
  refine ⟨h1, h2, ?_, ?_⟩
  · rw [← Real.exp_mul, ← Real.exp_neg]
    congr 1
    ring
  · rw [h2, h1]
    have hx := Real.exp_ne_zero (r / 3)
    generalize Real.exp (r / 3) = x at hx ⊢
    field_simp
```

This gives G = F(s)/s.

```lean
/-- On the density `exp(-r)` the energy per particle is `F(s)/s` with `s = exp(r/3)`. -/
theorem energyPerParticle_eq (F : ℝ → ℝ) (r : ℝ) :
    energyPerParticle F r = F (Real.exp (r / 3)) / Real.exp (r / 3) := by
  obtain ⟨h1, h2, -, hs⟩ := density_scaling r
  unfold energyPerParticle energyDensity
  rw [hs, h2, h1]
  have hx := Real.exp_ne_zero (r / 3)
  generalize Real.exp (r / 3) = x at hx ⊢
  field_simp
```

The chain and quotient rules then give G' and G''. Differentiability of F and F' is required only for s > 1, which is exactly the range reached for r > 0.

```lean
/-- First and second radial derivatives of the energy per particle, for an enhancement
function twice differentiable at reduced gradients above one, at `r > 0`. -/
theorem energyPerParticle_derivs {F : ℝ → ℝ} (hF : ∀ s > 1, DifferentiableAt ℝ F s)
    (hF' : ∀ s > 1, DifferentiableAt ℝ (deriv F) s) {r : ℝ} (hr : 0 < r) :
    HasDerivAt (energyPerParticle F)
      ((deriv F (Real.exp (r / 3)) - energyPerParticle F r) / 3) r ∧
    HasDerivAt (deriv (energyPerParticle F))
      ((deriv (deriv F) (Real.exp (r / 3)) * (Real.exp (r / 3) / 3) -
        (deriv F (Real.exp (r / 3)) - energyPerParticle F r) / 3) / 3) r := by
  have hx : ∀ t : ℝ, 0 < t → 1 < Real.exp (t / 3) := fun t ht =>
    Real.one_lt_exp_iff.mpr (by positivity)
  have hE : ∀ t : ℝ, HasDerivAt (fun u => Real.exp (u / 3)) (Real.exp (t / 3) / 3) t :=
    fun t => (((hasDerivAt_id' t).div_const 3).exp).congr_deriv (by ring)
  have hG : ∀ t : ℝ, 0 < t → HasDerivAt (energyPerParticle F)
      ((deriv F (Real.exp (t / 3)) - energyPerParticle F t) / 3) t := by
    intro t ht
    have h := ((hF _ (hx t ht)).hasDerivAt.comp t (hE t)).fun_div (hE t) (Real.exp_ne_zero _)
    rw [energyPerParticle_eq, funext (energyPerParticle_eq F)]
    refine h.congr_deriv ?_
    simp only [Function.comp_apply]
    have h0 := Real.exp_ne_zero (t / 3)
    generalize Real.exp (t / 3) = x at h0 ⊢
    field_simp
  refine ⟨hG r hr, ?_⟩
  have h := (((hF' _ (hx r hr)).hasDerivAt.comp r (hE r)).fun_sub (hG r hr)).div_const 3
  refine h.congr_of_eventuallyEq ?_
  filter_upwards [Ioi_mem_nhds hr] with t ht
  exact (hG t ht).deriv
```

The next proof follows the calculation of v: `hn` is the density derivative, `hg` the gradient derivative and `hd` the radial divergence. Substituting them, together with G' and G'', leaves an algebraic identity for `field_simp` and `ring`.

```lean
/-- The functional derivative of a GGA at the density `exp(-r)` is
`3G'' - 3G' + 2(G + 3G')/r` for `r > 0`, if the enhancement function is twice
differentiable at reduced gradients above one. -/
theorem ggaPotential_eq {F : ℝ → ℝ} (hF : ∀ s > 1, DifferentiableAt ℝ F s)
    (hF' : ∀ s > 1, DifferentiableAt ℝ (deriv F) s) {r : ℝ} (hr : 0 < r) :
    ggaPotential F r = potential (energyPerParticle F) r := by
  have hx : ∀ t : ℝ, 0 < t → 1 < Real.exp (t / 3) := fun t ht =>
    Real.one_lt_exp_iff.mpr (by positivity)
  have chain : ∀ (q : ℝ → ℝ) (q' a x : ℝ), 1 < x → HasDerivAt q q' a → q a = x →
      HasDerivAt (fun y => F (q y)) (deriv F x * q') a := by
    rintro q q' a _ h1 hq rfl
    exact (hF _ h1).hasDerivAt.comp a hq
  -- derivative with respect to the density
  have hn : deriv (fun n => energyDensity F n (Real.exp (-r))) (Real.exp (-r)) =
      4 / 3 * (energyPerParticle F r - deriv F (Real.exp (r / 3))) := by
    obtain ⟨h1, h2, h3, hs⟩ := density_scaling r
    have hp : HasDerivAt (fun n : ℝ => n ^ (4 / 3 : ℝ))
        (4 / 3 * Real.exp (-r) ^ (4 / 3 - 1 : ℝ)) (Real.exp (-r)) :=
      Real.hasDerivAt_rpow_const (Or.inl (Real.exp_ne_zero _))
    have hq := (hasDerivAt_const (Real.exp (-r)) (Real.exp (-r))).fun_div hp
      (Real.rpow_pos_of_pos (Real.exp_pos _) _).ne'
    have h := hp.fun_mul (chain _ _ _ _ (hx r hr) hq hs)
    refine (h.congr_deriv ?_).deriv
    simp only [hs, zero_mul, zero_sub]
    rw [h2, h3, h1, energyPerParticle_eq]
    have h0 := Real.exp_ne_zero (r / 3)
    generalize Real.exp (r / 3) = x at h0 ⊢
    field_simp
    ring
  -- derivative with respect to the gradient length
  have hg : ∀ t : ℝ, 0 < t →
      deriv (fun g => energyDensity F (Real.exp (-t)) g) (Real.exp (-t)) =
        deriv F (Real.exp (t / 3)) := by
    intro t ht
    have hc := (Real.rpow_pos_of_pos (Real.exp_pos (-t)) (4 / 3 : ℝ)).ne'
    have h := (chain _ _ _ _ (hx t ht) ((hasDerivAt_id' (Real.exp (-t))).div_const
      (Real.exp (-t) ^ (4 / 3 : ℝ))) (density_scaling t).2.2.2).const_mul
      (Real.exp (-t) ^ (4 / 3 : ℝ))
    refine (h.congr_deriv ?_).deriv
    generalize Real.exp (-t) ^ (4 / 3 : ℝ) = c at hc ⊢
    field_simp
  -- radial divergence
  have hd : deriv (fun t => t ^ 2 *
      deriv (fun g => energyDensity F (Real.exp (-t)) g) (Real.exp (-t))) r =
      2 * r * deriv F (Real.exp (r / 3)) +
        r ^ 2 * (deriv (deriv F) (Real.exp (r / 3)) * (Real.exp (r / 3) / 3)) := by
    have hE : HasDerivAt (fun u => Real.exp (u / 3)) (Real.exp (r / 3) / 3) r :=
      (((hasDerivAt_id' r).div_const 3).exp).congr_deriv (by ring)
    have h := (hasDerivAt_pow 2 r).fun_mul ((hF' _ (hx r hr)).hasDerivAt.comp r hE)
    refine ((h.congr_of_eventuallyEq ?_).congr_deriv ?_).deriv
    · filter_upwards [Ioi_mem_nhds hr] with t ht
      rw [hg t ht]
      rfl
    · simp
  obtain ⟨d1, d2⟩ := energyPerParticle_derivs hF hF' hr
  unfold ggaPotential potential
  rw [hn, hd, d2.deriv, d1.deriv]
  have hr0 := hr.ne'
  generalize Real.exp (r / 3) = x
  field_simp
  ring
```

Q: And the slope rule?

A: Given ε > 0, choose a > 0 beyond which the slope f' is within ε/2 of L. The mean-value inequality, `key` in the proof, gives for r ≥ a

|(f(r) - Lr) - (f(a) - La)| ≤ (ε/2)(r - a).

After division by r, the right side is below ε/2, and the fixed term |f(a) - La|/r is at most ε/2 once r is large enough. So f(r)/r is within ε of L.

```lean
/-- If the slope of a function differentiable on `r > 0` tends to `L` at large `r`,
the function divided by `r` tends to `L`. -/
theorem tendsto_div_of_slope {f f' : ℝ → ℝ} {L : ℝ}
    (hf : ∀ r > 0, HasDerivAt f (f' r) r) (h : Tendsto f' atTop (𝓝 L)) :
    Tendsto (fun r => f r / r) atTop (𝓝 L) := by
  rw [Metric.tendsto_atTop] at h ⊢
  intro ε hε
  obtain ⟨R, hR⟩ := h (ε / 2) (half_pos hε)
  obtain ⟨a, haR, ha⟩ : ∃ a, R ≤ a ∧ 0 < a :=
    ⟨max R 1, le_max_left _ _, lt_of_lt_of_le one_pos (le_max_right _ _)⟩
  refine ⟨max a (2 * |f a - L * a| / ε), fun r hr => ?_⟩
  have hra : a ≤ r := (le_max_left _ _).trans hr
  have hrK : 2 * |f a - L * a| ≤ r * ε := (div_le_iff₀ hε).mp ((le_max_right _ _).trans hr)
  have hr0 : 0 < r := ha.trans_le hra
  -- mean-value estimate on [a, ∞)
  have key : ‖(f r - L * r) - (f a - L * a)‖ ≤ ε / 2 * ‖r - a‖ := by
    refine Convex.norm_image_sub_le_of_norm_hasDerivWithin_le (f := fun t => f t - L * t)
      (f' := fun t => f' t - L) (s := Set.Ici a) ?_ ?_ (convex_Ici a)
      (Set.mem_Ici.mpr le_rfl) hra
    · intro t ht
      have h1 := (hf t (ha.trans_le ht)).fun_sub ((hasDerivAt_id' t).const_mul L)
      exact (h1.congr_deriv (by simp)).hasDerivWithinAt
    · intro t ht
      have h1 := hR t (haR.trans ht)
      rw [Real.dist_eq] at h1
      exact h1.le
  rw [Real.norm_eq_abs, Real.norm_eq_abs, abs_of_nonneg (sub_nonneg.mpr hra)] at key
  have tri := abs_sub_abs_le_abs_sub (f r - L * r) (f a - L * a)
  have e : f r / r - L = (f r - L * r) / r := by field_simp
  rw [Real.dist_eq, e, abs_div, abs_of_pos hr0, div_lt_iff₀ hr0]
  nlinarith [mul_pos hε ha, mul_pos hε hr0]
```

The limit theorem applies this rule twice. In its statement `a` is the limit of r G, and `b` that of r v. `hP` verifies the derivative of P, `hD` extracts G' → b/3, and `tendsto_nhds_unique` compares the two limits of G/r.

```lean
/-- For `G` twice differentiable on `r > 0`: if `r G(r)` and `r v(r)` both have finite limits
at large `r`, the limit of `r v(r)` is zero. -/
theorem potential_limit_eq_zero {G : ℝ → ℝ} {a b : ℝ}
    (hG : ∀ r > 0, DifferentiableAt ℝ G r) (hG' : ∀ r > 0, DifferentiableAt ℝ (deriv G) r)
    (ha : Tendsto (fun r => r * G r) atTop (𝓝 a))
    (hb : Tendsto (fun r => r * potential G r) atTop (𝓝 b)) : b = 0 := by
  have hG0 : Tendsto G atTop (𝓝 0) := by
    have h := ha.mul tendsto_inv_atTop_zero
    rw [mul_zero] at h
    refine h.congr' ?_
    filter_upwards [eventually_gt_atTop 0] with r hr
    have hr0 := hr.ne'
    field_simp
  have hGr : Tendsto (fun r => G r / r) atTop (𝓝 0) := by
    simpa [div_eq_mul_inv] using hG0.mul tendsto_inv_atTop_zero
  -- r v - 5 G is a total derivative
  have hP : ∀ r > 0, HasDerivAt (fun r => 3 * (r * deriv G r) + 3 * G r - 3 * (r * G r))
      (r * potential G r - 5 * G r) r := by
    intro r hr
    have h0 := (hG r hr).hasDerivAt
    have h1 := (hG' r hr).hasDerivAt
    have hi := hasDerivAt_id' r
    refine ((((hi.fun_mul h1).const_mul (3 : ℝ)).fun_add (h0.const_mul (3 : ℝ))).fun_sub
      ((hi.fun_mul h0).const_mul (3 : ℝ))).congr_deriv ?_
    have hr0 : r ≠ 0 := ne_of_gt hr
    unfold potential
    field_simp
    ring
  have hPr := tendsto_div_of_slope hP (hb.sub (hG0.const_mul 5))
  -- hence G' tends to b/3, and so does G/r
  have hD : Tendsto (deriv G) atTop (𝓝 (b / 3)) := by
    have h := ((hPr.sub (hGr.const_mul 3)).add (hG0.const_mul 3)).div_const 3
    have e : (b - 5 * 0 - 3 * 0 + 3 * 0) / 3 = b / 3 := by ring
    rw [e] at h
    refine h.congr' ?_
    filter_upwards [eventually_gt_atTop 0] with r hr
    have hr0 := hr.ne'
    field_simp
    ring
  have hu := tendsto_nhds_unique hGr
    (tendsto_div_of_slope (fun r hr => (hG r hr).hasDerivAt) hD)
  linarith
```

Q: So what exactly does the conclusion say about a GGA?

A: For every real function F that is twice differentiable at s > 1, if r G(r) → -1/2, then r v(r) does not tend to -1. Continuity of the second derivative is not required. The theorem does not say that r v has a limit; if it has a finite one, the preceding theorem makes it zero. The proof assumes the limit -1, transfers it to `potential` and reaches the contradiction -1 = 0.

```lean
/-- For a GGA whose enhancement function is twice differentiable at reduced gradients above
one, `r G(r) → -1/2` on the density `exp(-r)` excludes `r v(r) → -1` for its functional
derivative `v`. -/
theorem exact_asymptotes_incompatible {F : ℝ → ℝ} (hF : ∀ s > 1, DifferentiableAt ℝ F s)
    (hF' : ∀ s > 1, DifferentiableAt ℝ (deriv F) s)
    (hE : Tendsto (fun r => r * energyPerParticle F r) atTop (𝓝 (-1 / 2))) :
    ¬ Tendsto (fun r => r * ggaPotential F r) atTop (𝓝 (-1)) := by
  intro hv
  have hv' : Tendsto (fun r => r * potential (energyPerParticle F) r) atTop (𝓝 (-1)) := by
    refine hv.congr' ?_
    filter_upwards [eventually_gt_atTop 0] with r hr
    rw [ggaPotential_eq hF hF' hr]
  have h := potential_limit_eq_zero
    (fun r hr => (energyPerParticle_derivs hF hF' hr).1.differentiableAt)
    (fun r hr => (energyPerParticle_derivs hF hF' hr).2.differentiableAt) hE hv'
  norm_num at h
```

For Becke-type exchange functionals designed to give the -1/(2r) energy tail, this means that the -1/r potential tail is lost on the model density exp(-r). That tail matters for weakly bound Kohn–Sham states.

Q: Perhaps one of the two tails was impossible from the start.

A: Each can be met separately. The constant G = -1/2, which corresponds to F(s) = -s/2, gives v = -1/r. Its derivatives vanish, so only the term 2G/r survives.

```lean
/-- The constant energy per particle `-1/2` gives a potential with `r v(r) = -1` at every
`r > 0`. -/
theorem potential_of_constant {r : ℝ} (hr : 0 < r) :
    r * potential (fun _ => -1 / 2) r = -1 := by
  have h : potential (fun _ => -1 / 2) r = -1 / r := by
    unfold potential
    simp only [deriv_const']
    ring
  calc r * potential (fun _ => -1 / 2) r = -(r * r⁻¹) := by rw [h]; ring
    _ = -1 := by rw [mul_inv_cancel₀ hr.ne']
```

For G = -1/(2r), which corresponds to F(s) = -s/(6 ln s) at s > 1, the derivatives are G' = 1/(2r²) and G'' = -1/r³. The 1/r³ terms in v cancel, leaving

v = -3/(2r²) - 1/r² = -5/(2r²).

Lean computes the same two derivatives as `h1` and `h2` and substitutes them.

```lean
/-- The energy per particle `-1/(2r)` gives a potential with `r² v(r) = -5/2` at every
`r > 0`. -/
theorem potential_of_coulomb {r : ℝ} (hr : 0 < r) :
    r ^ 2 * potential (fun t => -1 / (2 * t)) r = -5 / 2 := by
  have h1 : ∀ t : ℝ, 0 < t → deriv (fun t : ℝ => -1 / (2 * t)) t = 1 / 2 / t ^ 2 := by
    intro t ht
    have ht0 := ht.ne'
    have h := (hasDerivAt_const t (-1 : ℝ)).fun_div ((hasDerivAt_id' t).const_mul (2 : ℝ))
      (mul_ne_zero two_ne_zero ht0)
    refine (h.congr_deriv ?_).deriv
    field_simp
    ring
  have h2 : deriv (deriv (fun t : ℝ => -1 / (2 * t))) r = -1 / r ^ 3 := by
    have hr0 := hr.ne'
    have h := (hasDerivAt_const r (1 / 2 : ℝ)).fun_div (hasDerivAt_pow 2 r) (pow_ne_zero 2 hr0)
    refine ((h.congr_of_eventuallyEq ?_).congr_deriv ?_).deriv
    · filter_upwards [Ioi_mem_nhds hr] with t ht
      exact h1 t ht
    · norm_num
      field_simp
  have hr0 := hr.ne'
  have h : potential (fun t => -1 / (2 * t)) r = -5 / (2 * r ^ 2) := by
    unfold potential
    rw [h2, h1 r hr]
    field_simp
    ring
  calc r ^ 2 * potential (fun t => -1 / (2 * t)) r = -5 / 2 * (r ^ 2 * (r ^ 2)⁻¹) := by
        rw [h]; ring
    _ = -5 / 2 := by rw [mul_inv_cancel₀ (pow_ne_zero 2 hr0), mul_one]

end

end BeckeExchangeAsymptotics
```

```lean
#print axioms BeckeExchangeAsymptotics.exact_asymptotes_incompatible
#print axioms BeckeExchangeAsymptotics.potential_of_constant
#print axioms BeckeExchangeAsymptotics.potential_of_coulomb
```

```
'BeckeExchangeAsymptotics.exact_asymptotes_incompatible' depends on axioms: [propext, Classical.choice, Quot.sound]
'BeckeExchangeAsymptotics.potential_of_constant' depends on axioms: [propext, Classical.choice, Quot.sound]
'BeckeExchangeAsymptotics.potential_of_coulomb' depends on axioms: [propext, Classical.choice, Quot.sound]
```
